# An error bound for broadened spectra with ghost poles, independent of the number of ghosts

## Poles, ghosts and broadening

Excitation energies $E_k$ and weights $w_k$ are real numbers, and the complex frequency is $z=\omega+i\eta$ with broadening $\eta>0$. The spectrum is $-1/\pi$ times the imaginary part of the pole sum. Energies, $\omega$ and $\eta$ share one unit.

```lean
import Mathlib

open Complex

namespace GhostPoles

noncomputable section

variable {ι : Type*} [Fintype ι] {κ : ι → Type*} [∀ k, Fintype (κ k)]
```

After loading Mathlib, the file fixes a finite type `ι` that labels the original poles. For each pole `k` there is a finite type `κ k` that labels its ghosts, so different poles may have different numbers of ghosts.

```lean
/-- The pole sum `∑ w_k / (z - E_k)` with weights `w` and excitation energies `E`. -/
def poleSum (w E : ι → ℝ) (z : ℂ) : ℂ := ∑ k, (w k : ℂ) / (z - E k)
```

This is the pole sum
$$G(z)=\sum_k\frac{w_k}{z-E_k}.$$
In an absorption spectrum, $w_k$ stands for the squared transition amplitude of excitation $k$. Only poles at $+E_k$ appear, without antiresonant partners.

```lean
/-- The sum over the poles of `w k` times the Lorentzian `(η / π) / ((ω - E k)² + η²)`. -/
def broadenedSpectrum (w E : ι → ℝ) (η ω : ℝ) : ℝ :=
  ∑ k, w k * (η / Real.pi / ((ω - E k) ^ 2 + η ^ 2))
```

The broadened spectrum is
$$A(\omega)=\sum_k w_k\,\frac{\eta/\pi}{(\omega-E_k)^2+\eta^2}.$$
For $\eta>0$ each Lorentzian has unit area, so $w_k$ is the area under peak $k$.

```lean
/-- Each pole `k` is replaced by ghosts `(k, j)` with nonnegative weights `v` summing to `w k`
and energies `e` within `δ` of `E k`. -/
structure IsGhostSplitting (δ : ℝ) (w E : ι → ℝ) (v e : (Sigma κ) → ℝ) : Prop where
  weight_nonneg : ∀ s, 0 ≤ v s
  weight_sum : ∀ k, ∑ j : κ k, v ⟨k, j⟩ = w k
  near : ∀ s, |e s - E s.1| ≤ δ
```

`Sigma κ` is the type of pairs $s=(k,j)$, where $k$ is the parent pole and $j$ the ghost label; `s.1` is the parent. A ghost has weight $v_s$ and energy $e_s$. The structure collects three conditions:
$$v_s\ge 0,\qquad \sum_j v_{(k,j)}=w_k,\qquad |e_{(k,j)}-E_k|\le\delta.$$
The first two imply $w_k\ge0$.

These conditions model what loss of orthogonality can do in a Lanczos calculation, where a converged eigenvalue reappears as a cluster of close copies that share its spectral weight. They are assumed here, not derived from rounding errors. For exciton spectra computed iteratively, the results below therefore bound the damage done by ghosts in a finite pole model with real energies and exactly conserved weights.

## Moving a single pole

```lean
/-- The distance from `z` to a real energy is at least the imaginary part of `z`. -/
theorem im_le_norm_sub (z : ℂ) (a : ℝ) : z.im ≤ ‖z - a‖ := by
  have h := Complex.abs_im_le_norm (z - a)
  rw [Complex.sub_im, Complex.ofReal_im, sub_zero] at h
  exact (le_abs_self _).trans h
```

Since $a$ is real, $z-a$ has imaginary part $\operatorname{Im}z$, and the modulus of a complex number is at least its imaginary part. Hence $\operatorname{Im}z\le|z-a|$. The text after `:=` is the proof; `rw` rewrites an expression using a known equation.

```lean
theorem sub_ne_zero_of_im_pos {z : ℂ} (hz : 0 < z.im) (a : ℝ) : z - a ≠ 0 :=
  norm_pos_iff.mp (hz.trans_le (im_le_norm_sub z a))
```

If $\operatorname{Im}z>0$, the distance $|z-a|$ is positive, so the denominators never vanish.

```lean
/-- Moving a pole of unit weight from `b` to `a` changes its contribution at `z` by at most
`|a - b| / (Im z)²`. -/
theorem pole_shift_bound {z : ℂ} (hz : 0 < z.im) (a b : ℝ) :
    ‖1 / (z - a) - 1 / (z - b)‖ ≤ |a - b| / z.im ^ 2 := by
  have h1 := im_le_norm_sub z a
  have h2 := im_le_norm_sub z b
  have h : 1 / (z - a) - 1 / (z - b) = ((a - b : ℝ) : ℂ) / ((z - a) * (z - b)) := by
    rw [div_sub_div _ _ (sub_ne_zero_of_im_pos hz a) (sub_ne_zero_of_im_pos hz b),
      one_mul, mul_one, sub_sub_sub_cancel_left, Complex.ofReal_sub]
  rw [h, norm_div, norm_mul, Complex.norm_real, Real.norm_eq_abs, sq]
  exact div_le_div_of_nonneg_left (abs_nonneg _) (mul_pos hz hz)
    (mul_le_mul h1 h2 hz.le (norm_nonneg _))
```

By hand, with $\eta=\operatorname{Im}z$,
$$\frac1{z-a}-\frac1{z-b}=\frac{a-b}{(z-a)(z-b)},\qquad
\left|\frac{a-b}{(z-a)(z-b)}\right|\le\frac{|a-b|}{\eta^2},$$
because each factor in the denominator has modulus at least $\eta$. In the proof, `h` is the common-denominator identity, while `h1` and `h2` are the two lower bounds.

## Any number of ghosts

```lean
/-- The ghosts carry the same total weight as the original poles. -/
theorem IsGhostSplitting.total_weight {δ : ℝ} {w E : ι → ℝ} {v e : Sigma κ → ℝ}
    (h : IsGhostSplitting δ w E v e) : ∑ s, v s = ∑ k, w k := by
  rw [Fintype.sum_sigma]
  exact Finset.sum_congr rfl fun k _ => h.weight_sum k
```

Summing over all pairs is summing over $j$ and then over $k$, so $\sum_s v_s=\sum_k w_k$. Call this total $W$.

```lean
/-- The change of the pole sum is the weighted sum of the changes due to moving each ghost
away from its parent pole. -/
theorem IsGhostSplitting.diff {δ : ℝ} {w E : ι → ℝ} {v e : Sigma κ → ℝ}
    (h : IsGhostSplitting δ w E v e) (z : ℂ) :
    poleSum v e z - poleSum w E z =
      ∑ s, (v s : ℂ) * (1 / (z - e s) - 1 / (z - E s.1)) := by
  -- distribute the weight of each parent pole over its ghosts
  have hp : poleSum w E z = ∑ s : Sigma κ, (v s : ℂ) / (z - E s.1) := by
    unfold poleSum
    rw [Fintype.sum_sigma]
    refine Finset.sum_congr rfl fun k _ => ?_
    show (w k : ℂ) / (z - E k) = ∑ j : κ k, (v ⟨k, j⟩ : ℂ) / (z - E k)
    rw [← Finset.sum_div, ← Complex.ofReal_sum, h.weight_sum k]
  rw [hp, poleSum, ← Finset.sum_sub_distrib]
  exact Finset.sum_congr rfl fun s _ => by ring
```

Weight conservation lets each original term be shared among its ghosts:
$$\frac{w_k}{z-E_k}=\sum_j\frac{v_{(k,j)}}{z-E_k}.$$
This is `hp`. Subtracting it from the ghost pole sum gives
$$G_{\rm ghost}(z)-G(z)=\sum_{s=(k,j)}v_s\left(\frac1{z-e_s}-\frac1{z-E_k}\right).$$

```lean
/-- Splitting poles into any finite number of ghosts within `δ` changes the pole sum at `z`
by at most `δ (∑ w_k) / (Im z)²`. -/
theorem ghost_bound {δ : ℝ} {w E : ι → ℝ} {v e : Sigma κ → ℝ}
    (h : IsGhostSplitting δ w E v e) {z : ℂ} (hz : 0 < z.im) :
    ‖poleSum v e z - poleSum w E z‖ ≤ δ * (∑ k, w k) / z.im ^ 2 := by
  rw [h.diff z]
  calc _ ≤ ∑ s, v s * (δ / z.im ^ 2) := by
        refine norm_sum_le_of_le _ fun s _ => ?_
        have hn := h.near s
        rw [norm_mul, Complex.norm_real, Real.norm_of_nonneg (h.weight_nonneg s)]
        exact mul_le_mul_of_nonneg_left
          ((pole_shift_bound hz _ _).trans (by gcongr)) (h.weight_nonneg s)
    _ = _ := by rw [← Finset.sum_mul, h.total_weight]; ring
```

The triangle inequality and the single-pole bound now give
$$|G_{\rm ghost}(z)-G(z)|\le\sum_s v_s\frac{\delta}{\eta^2}=\frac{\delta W}{\eta^2}.$$
The number of ghosts has disappeared, because only their total weight enters. The `calc` block has the same two steps: an inequality term by term, then the evaluation of the weight sum.

## From the pole sum to the spectrum

```lean
/-- The Lorentzian spectrum is `-1/π` times the imaginary part of the pole sum at `ω + iη`. -/
theorem broadenedSpectrum_eq (w E : ι → ℝ) (η ω : ℝ) :
    broadenedSpectrum w E η ω = -(1 / Real.pi) * (poleSum w E (ω + η * I)).im := by
  unfold broadenedSpectrum poleSum
  rw [Complex.im_sum, Finset.mul_sum]
  refine Finset.sum_congr rfl fun k _ => ?_
  have hN : Complex.normSq ((ω : ℂ) + η * I - E k) = (ω - E k) ^ 2 + η ^ 2 := by
    simp only [Complex.normSq_apply, Complex.ofReal_im, Complex.ofReal_re, Complex.sub_re,
      Complex.sub_im, Complex.add_re, Complex.add_im, Complex.mul_re, Complex.mul_im,
      Complex.I_re, Complex.I_im]
    ring
  have hi : ((ω : ℂ) + η * I - E k).im = η := by simp
  rw [Complex.div_im, hN, hi, Complex.ofReal_im, Complex.ofReal_re, zero_mul, zero_div,
    zero_sub]
  generalize (ω - E k) ^ 2 + η ^ 2 = D
  ring
```

For one pole,
$$\frac1{\omega+i\eta-E_k}=\frac{\omega-E_k-i\eta}{(\omega-E_k)^2+\eta^2},$$
and $-1/\pi$ times the imaginary part is the Lorentzian. In the proof, `hN` computes the squared modulus of the denominator and `hi` its imaginary part.

```lean
/-- At every frequency the ghosts change the broadened spectrum by at most
`δ (∑ w_k) / (π η²)`. -/
theorem spectrum_bound {δ : ℝ} {w E : ι → ℝ} {v e : Sigma κ → ℝ}
    (h : IsGhostSplitting δ w E v e) {η : ℝ} (hη : 0 < η) (ω : ℝ) :
    |broadenedSpectrum v e η ω - broadenedSpectrum w E η ω| ≤
      δ * (∑ k, w k) / (Real.pi * η ^ 2) := by
  have him : ((ω : ℂ) + η * I).im = η := by simp
  have hz : 0 < ((ω : ℂ) + η * I).im := by
    rw [him]
    exact hη
  have hb := (Complex.abs_im_le_norm _).trans (ghost_bound h hz)
  rw [him] at hb
  have hpi : 0 < 1 / Real.pi := one_div_pos.mpr Real.pi_pos
  rw [broadenedSpectrum_eq, broadenedSpectrum_eq, ← mul_sub, ← Complex.sub_im, abs_mul,
    abs_neg, abs_of_pos hpi]
  exact (mul_le_mul_of_nonneg_left hb hpi.le).trans_eq (by ring)
```

An imaginary part is no larger than the modulus, so at every frequency
$$|A_{\rm ghost}(\omega)-A(\omega)|\le\frac{\delta W}{\pi\eta^2}.$$
A single peak carrying the whole weight $W$ would have height $W/(\pi\eta)$. The bound is that height times $\delta/\eta$, so it is small compared with that height when $\delta$ is much smaller than $\eta$. If the weight is spread over many well-separated peaks of similar weight, each peak is much lower than $W/(\pi\eta)$, and $\delta/\eta$ must be smaller still for the bound to be informative.

## Ghosts centred on their parent

```lean
/-- The change of a pole term, with `x = 1/a` and `y = 1/b`, is the sum of a first-order term and a
remainder that contains the factor `(b - a)²`. -/
theorem second_order_split {v a b x y : ℂ} (hx : a * x = 1) (hy : b * y = 1) :
    v * (x - y) = v * (b - a) * y ^ 2 + v * ((b - a) ^ 2 * (x * y ^ 2)) := by
  linear_combination (v * (b - a) * y ^ 2 + v * y) * hx - (v * (b - a) * x * y + v * x) * hy
```

Put $x=1/a$ and $y=1/b$. Then $x-y=(b-a)xy$, and inserting $x=y+(b-a)xy$ on the right gives
$$x-y=(b-a)y^2+(b-a)^2xy^2.$$
The lemma is this identity multiplied by $v$. The tactic `linear_combination` verifies it from the two hypotheses $ax=1$ and $by=1$ with the stated coefficients.

```lean
/-- If the weighted mean energy of the ghosts of each pole is the pole's own energy, the pole
sum changes by at most `δ² (∑ w_k) / (Im z)³`. -/
theorem centred_ghost_bound {δ : ℝ} {w E : ι → ℝ} {v e : Sigma κ → ℝ}
    (h : IsGhostSplitting δ w E v e)
    (hc : ∀ k, ∑ j : κ k, v ⟨k, j⟩ * e ⟨k, j⟩ = w k * E k) {z : ℂ} (hz : 0 < z.im) :
    ‖poleSum v e z - poleSum w E z‖ ≤ δ ^ 2 * (∑ k, w k) / z.im ^ 3 := by
  -- the first-order shifts cancel within each family of ghosts
  have hfirst : ∑ s : Sigma κ, ((v s * (e s - E s.1) : ℝ) : ℂ) / (z - E s.1) ^ 2 = 0 := by
    rw [Fintype.sum_sigma]
    refine Finset.sum_eq_zero fun k _ => ?_
    show ∑ j : κ k, ((v ⟨k, j⟩ * (e ⟨k, j⟩ - E k) : ℝ) : ℂ) / (z - E k) ^ 2 = 0
    have h0 : ∑ j : κ k, v ⟨k, j⟩ * (e ⟨k, j⟩ - E k) = 0 := by
      simp_rw [mul_sub]
      rw [Finset.sum_sub_distrib, ← Finset.sum_mul, hc, h.weight_sum, sub_self]
    rw [← Finset.sum_div, ← Complex.ofReal_sum, h0, Complex.ofReal_zero, zero_div]
  have key : poleSum v e z - poleSum w E z = ∑ s : Sigma κ, (v s : ℂ) *
      ((((e s - E s.1) ^ 2 : ℝ) : ℂ) / ((z - e s) * (z - E s.1) ^ 2)) := by
    refine (h.diff z).trans (Eq.trans ?_ (zero_add _))
    rw [← hfirst, ← Finset.sum_add_distrib]
    refine Finset.sum_congr rfl fun s _ => ?_
    have hs := second_order_split (v := (v s : ℂ))
      (mul_inv_cancel₀ (sub_ne_zero_of_im_pos hz (e s)))
      (mul_inv_cancel₀ (sub_ne_zero_of_im_pos hz (E s.1)))
    rw [sub_sub_sub_cancel_left] at hs
    simp only [Complex.ofReal_mul, Complex.ofReal_sub, Complex.ofReal_pow, div_eq_mul_inv,
      one_mul, mul_inv, ← inv_pow]
    exact hs
  rw [key]
  calc _ ≤ ∑ s, v s * (δ ^ 2 / z.im ^ 3) := by
        refine norm_sum_le_of_le _ fun s _ => ?_
        have hn := abs_le.mp (h.near s)
        have h1 := im_le_norm_sub z (e s)
        have h2 := im_le_norm_sub z (E s.1)
        have hD : z.im ^ 3 ≤ ‖z - e s‖ * ‖z - E s.1‖ ^ 2 := by
          calc z.im ^ 3 = z.im * z.im ^ 2 := by ring
            _ ≤ _ := by gcongr
        rw [norm_mul, Complex.norm_real, Real.norm_of_nonneg (h.weight_nonneg s), norm_div,
          norm_mul, norm_pow, Complex.norm_real, Real.norm_of_nonneg (sq_nonneg _)]
        exact mul_le_mul_of_nonneg_left (div_le_div₀ (sq_nonneg δ) (sq_le_sq' hn.1 hn.2)
          (pow_pos hz 3) hD) (h.weight_nonneg s)
    _ = _ := by rw [← Finset.sum_mul, h.total_weight]; ring
```

The extra hypothesis `hc` reads $\sum_j v_{(k,j)}e_{(k,j)}=w_kE_k$: the errors in the ghost energies, weighted by $v_{(k,j)}$, add up to zero around each pole. This is a further assumption about the cluster, not a consequence of the splitting conditions.

Take $a=z-e_s$ and $b=z-E_k$, so that $b-a=e_s-E_k$. The first-order terms of pole $k$ add up to
$$\frac{1}{(z-E_k)^2}\sum_j v_{(k,j)}\bigl(e_{(k,j)}-E_k\bigr)=\frac{w_kE_k-w_kE_k}{(z-E_k)^2}=0,$$
which is `hfirst`. What remains is `key`:
$$G_{\rm ghost}(z)-G(z)=\sum_{s=(k,j)}\frac{v_s(e_s-E_k)^2}{(z-e_s)(z-E_k)^2}.$$
Each numerator is at most $v_s\delta^2$ and each denominator has modulus at least $\eta^3$ (`hD`), so the total is at most $\delta^2W/\eta^3$. For $W>0$ this improves on the general bound when $0<\delta<\eta$.

## The constant $1/\eta^2$ is optimal

```lean
/-- If `C δ` bounds the change at `iη` caused by moving one unit pole from `0` to `δ`, for every
`δ > 0`, then `C` is at least `1 / η²`. -/
theorem constant_sharp {η C : ℝ} (hη : 0 < η)
    (h : ∀ δ : ℝ, 0 < δ → ‖poleSum (fun _ : Unit => 1) (fun _ => δ) (η * I) -
      poleSum (fun _ : Unit => 1) (fun _ => 0) (η * I)‖ ≤ C * δ) : 1 / η ^ 2 ≤ C := by
  have hC : 0 ≤ C := by
    have := (norm_nonneg _).trans (h 1 one_pos)
    linarith
  have hn2 : ‖(η : ℂ) * I‖ = η := by simp [abs_of_pos hη]
  have hpos : 0 < ‖(η : ℂ) * I‖ := by
    rw [hn2]
    exact hη
  have hne2 : (η : ℂ) * I ≠ 0 := norm_pos_iff.mp hpos
  have key : ∀ δ : ℝ, 0 < δ → 1 ≤ C * ((η + δ) * η) := by
    intro δ hδ
    have hne1 : (η : ℂ) * I - δ ≠ 0 := sub_ne_zero_of_im_pos (by simpa using hη) δ
    have hnδ : ‖(δ : ℂ)‖ = δ := by rw [Complex.norm_real, Real.norm_of_nonneg hδ.le]
    have hn1 : ‖(η : ℂ) * I - δ‖ ≤ η + δ :=
      (norm_sub_le _ _).trans_eq (by rw [hn2, hnδ])
    have hd : poleSum (fun _ : Unit => 1) (fun _ => δ) (η * I) -
        poleSum (fun _ : Unit => 1) (fun _ => 0) (η * I) =
        (δ : ℂ) / ((η * I - δ) * (η * I)) := by
      simp only [poleSum, Finset.univ_unique, Finset.sum_singleton, Complex.ofReal_one,
        Complex.ofReal_zero, sub_zero]
      rw [div_sub_div _ _ hne1 hne2, one_mul, mul_one, sub_sub_cancel]
    have hb := h δ hδ
    rw [hd, norm_div, norm_mul, div_le_iff₀ (mul_pos (norm_pos_iff.mpr hne1)
      (norm_pos_iff.mpr hne2)), hn2, hnδ] at hb
    have hm : C * δ * (‖(η : ℂ) * I - δ‖ * η) ≤ C * δ * ((η + δ) * η) := by gcongr
    refine le_of_mul_le_mul_left ?_ hδ
    linarith
  -- let the displacement tend to zero
  rw [div_le_iff₀ (by positivity)]
  refine le_of_forall_pos_le_add fun ε hε => ?_
  obtain ⟨δ, hδ, hs⟩ : ∃ δ : ℝ, 0 < δ ∧ C * η * δ ≤ ε := by
    refine ⟨ε / (C * η + 1), by positivity, ?_⟩
    rw [← mul_div_assoc, div_le_iff₀ (by positivity)]
    linarith
  have hk := key δ hδ
  linarith
```

`Unit` is a type with one element, so each pole sum has one term, of weight 1. The hypothesis says that moving this pole from $0$ to $\delta$ changes the pole sum at $z=i\eta$ by at most $C\delta$, for every $\delta>0$. The conclusion is $C\ge1/\eta^2$.

By hand, the change has modulus
$$\left|\frac{\delta}{(i\eta-\delta)\,i\eta}\right|\ge\frac{\delta}{(\eta+\delta)\eta},$$
so $1\le C(\eta+\delta)\eta$, which is `key`. Letting $\delta\to0$ gives $1\le C\eta^2$. Lean takes the limit by showing $1\le C\eta^2+\varepsilon$ for every $\varepsilon>0$, with $\delta=\varepsilon/(C\eta+1)$. The theorem concerns the complex pole sum, not the constant in the bound for the spectrum.

## An explicit family of ghosts

```lean
/-- Equal weights for `N + 1` pairs of ghosts around each pole. -/
def pairWeight (N : ℕ) (w : ι → ℝ) : (Sigma fun _ : ι => Fin (N + 1) × Bool) → ℝ :=
  fun s => w s.1 / (N + 1) / 2
```

Every pole receives $N+1$ pairs of ghosts, and each ghost has weight $w_k/(2(N+1))$.

```lean
/-- Energies of `N + 1` pairs of ghosts placed symmetrically around each pole. -/
def pairEnergy (N : ℕ) (δ : ℝ) (E : ι → ℝ) :
    (Sigma fun _ : ι => Fin (N + 1) × Bool) → ℝ :=
  fun s => E s.1 + (if s.2.2 = true then 1 else -1) * (δ * ((s.2.1 : ℕ) + 1) / (N + 1))
```

The label $j$ in `Fin (N + 1)` runs from $0$ to $N$, and the Boolean chooses the sign in
$$E_k\pm\delta\,\frac{j+1}{N+1}.$$

```lean
omit [Fintype ι] in
/-- The symmetric pairs form a ghost splitting, and their weighted mean energy is that of the
parent pole. -/
theorem pair_witness (N : ℕ) {δ : ℝ} (hδ : 0 ≤ δ) {w : ι → ℝ} (hw : ∀ k, 0 ≤ w k)
    (E : ι → ℝ) :
    IsGhostSplitting δ w E (pairWeight N w) (pairEnergy N δ E) ∧
      ∀ k, ∑ j : Fin (N + 1) × Bool, pairWeight N w ⟨k, j⟩ * pairEnergy N δ E ⟨k, j⟩ =
        w k * E k := by
  refine ⟨⟨fun s => ?_, fun k => ?_, ?_⟩, fun k => ?_⟩
  · exact div_nonneg (div_nonneg (hw _) (by positivity)) (by norm_num)
  · simp only [pairWeight, Finset.sum_const, Finset.card_univ, Fintype.card_prod,
      Fintype.card_fin, Fintype.card_bool, nsmul_eq_mul]
    push_cast
    field_simp
  · rintro ⟨k, j, b⟩
    have hj : ((j : ℕ) : ℝ) ≤ N := by exact_mod_cast Nat.lt_succ_iff.mp j.isLt
    have h0 : 0 ≤ δ * (((j : ℕ) : ℝ) + 1) / (N + 1) := by positivity
    have h1 : δ * (((j : ℕ) : ℝ) + 1) / (N + 1) ≤ δ := by
      rw [div_le_iff₀ (by positivity)]
      gcongr
    cases b <;> simp only [pairEnergy, add_sub_cancel_left, ↓reduceIte, Bool.false_eq_true,
      one_mul, neg_mul, abs_neg, abs_of_nonneg h0] <;> exact h1
  · rw [Fintype.sum_prod_type]
    trans ∑ _j : Fin (N + 1), w k * E k / (N + 1)
    · refine Finset.sum_congr rfl fun j _ => ?_
      simp only [Fintype.sum_bool, pairWeight, pairEnergy, ↓reduceIte, Bool.false_eq_true]
      generalize δ * (((j : ℕ) : ℝ) + 1) / (N + 1) = a
      ring
    · simp only [Finset.sum_const, Finset.card_univ, Fintype.card_fin, nsmul_eq_mul]
      push_cast
      field_simp

end

end GhostPoles
```

For $\delta\ge0$ and $w_k\ge0$, these ghosts satisfy all three splitting conditions and the centring condition. The weights are nonnegative, and $2(N+1)$ equal shares add up to $w_k$. The displacements are at most $\delta$ because $j+1\le N+1$. Within each pair the displacements cancel, leaving $w_kE_k/(N+1)$, and the $N+1$ pairs sum to $w_kE_k$. The bullets in the proof treat these points in that order. Since $N$ is arbitrary, both bounds apply to clusters as large as one likes.

```lean
#print axioms GhostPoles.spectrum_bound
-- 'GhostPoles.spectrum_bound' depends on axioms: [propext, Classical.choice, Quot.sound]
#print axioms GhostPoles.centred_ghost_bound
-- 'GhostPoles.centred_ghost_bound' depends on axioms: [propext, Classical.choice, Quot.sound]
#print axioms GhostPoles.constant_sharp
-- 'GhostPoles.constant_sharp' depends on axioms: [propext, Classical.choice, Quot.sound]
```
